# For one electron, the ladder with a block of H0 projected out is that block's exact self-energy

If repeated scattering is counted twice, a Green function can diverge where the true one is finite. Take one electron on two levels with energies 0 and 1 and hopping 1, at the complex energy argument \(z=2\). Summing all repeated scattering off the hopping gives a T-matrix \(t\) whose element on the lower level is \(t_{00}=2\). Used as a self-energy, it gives \(1/(2-0-2)\), although the true Green function has \(G_{00}=1\). The Dyson equation generates the returns to the lower level, and \(t\) already contains them.

The cure I know is to block that level in the intermediate states, as a Pauli-blocked ladder does with occupied states. Is the blocked ladder then exact for one electron with Hamiltonian \(H_0+V\), for any block of states that \(H_0\) does not couple to the rest? I would like to see the algebra in full, and a proof that Lean accepts.

## Blocking removes exactly the returns that Dyson's equation supplies

Yes, in a finite basis, at every \(z\) where \(z-H_0\) and \(z-H_0-V\) are invertible and the blocked ladder equation has a solution.

Let \(P\) project on the block, with \(P^2=P\) and \(PH_0=H_0P\), and let \(Q=1-P\). Write

\[
A=z-H_0,\qquad R_0=A^{-1},\qquad G=(A-V)^{-1},\qquad T=V+VQR_0T .
\]

Since \(P\) commutes with \(A\), so does \(Q\), and both commute with \(R_0\).

**The identity behind the result.** Put \(W=1+QR_0T\). The ladder equation says \(T=VW\), so

\[
(A-V)W=A+AQR_0T-T=A+QT-T=A-PT,
\]

and therefore \(W=G(A-PT)\).

**The block of \(G\).** Multiply by \(P\) on both sides. On the left, \(PWP=P\) because \(PQ=0\). On the right, \(AP=PAP\), so

\[
P=PG(AP-PTP)=(PGP)\,\bigl(P(A-T)P\bigr).
\]

**The other order.** Call the two factors \(X\) and \(Y\). The cross terms with \(Q\) vanish, so \((X+Q)(Y+Q)=XY+Q=1\). For finite square matrices a one-sided inverse is two-sided, so \((Y+Q)(X+Q)=1\), which gives \(YX=P\).

**Dyson's equation.** Multiply \(P(A-T)P\,PGP=P\) from the left by \(PR_0P\). Since \(PR_0P\,PAP=P\),

\[
PGP=PR_0P+PR_0P\,T\,PGP .
\]

**Uniqueness.** Multiplying \(W=G(A-PT)\) by \(P\) from the left gives \(PGPT=PGA-P\). For two solutions \(T,T'\) this means \(PGP(T-T')=0\). The block is invertible, so \(PT=PT'\). Then \(W=W'\), and \(T=VW=VW'=T'\).

**Existence.** A solution \(T\) makes \(PGP\) invertible on the range of \(P\), as just shown. Conversely, let \(PYP\) now denote an inverse of \(PGP\) there. Set

\[
S=PYP(GA-1),\qquad W=G(A-S),\qquad T=VW .
\]

Then \(PS=S\) and \(PGS=PGA-P\), so \(PW=P\). Also \(VW=AW-(A-S)\), and \(QR_0S=R_0QS=0\), so

\[
QR_0T=QW-Q+QR_0S=QW-Q=W-1 .
\]

Hence \(T=VW=V+VQR_0T\).

In the two-level example the blocked ladder gives \(T_{00}=1\), and \(1/(2-0-1)=1\) is the correct \(G_{00}\).

```lean
import Mathlib

open Matrix

namespace BlockedLadder

noncomputable section

variable {n : Type*} [Fintype n] [DecidableEq n]
variable {H0 V P T : Matrix n n ℂ} {z : ℂ}

/-- The one-electron Green function `(z - H)⁻¹`, for `z` not an eigenvalue of `H`. -/
def green (z : ℂ) (H : Matrix n n ℂ) : Matrix n n ℂ := (z • (1 : Matrix n n ℂ) - H)⁻¹

/-- The blocked ladder equation `T = V + V Q R0 T` with `Q = 1 - P` and `R0 = (z - H0)⁻¹`,
for `z` not an eigenvalue of `H0`. -/
def IsLadder (z : ℂ) (H0 V P T : Matrix n n ℂ) : Prop :=
  T = V + V * (1 - P) * green z H0 * T

/-- The blocks `P X P` and `P Y P` multiply to `P` in both orders. -/
def IsInverseOn (P X Y : Matrix n n ℂ) : Prop :=
  P * X * P * (P * Y * P) = P ∧ P * Y * P * (P * X * P) = P

/-- If `z - H` is invertible, the Green function is its two-sided inverse. -/
theorem green_mul {H : Matrix n n ℂ} (h : IsUnit (z • (1 : Matrix n n ℂ) - H)) :
    green z H * (z • (1 : Matrix n n ℂ) - H) = 1 ∧
      (z • (1 : Matrix n n ℂ) - H) * green z H = 1 := by
  have hd := (Matrix.isUnit_iff_isUnit_det _).mp h
  exact ⟨Matrix.nonsing_inv_mul _ hd, Matrix.mul_nonsing_inv _ hd⟩

/-- For a projector `P`, if `P X P` is a left inverse of `P Y P` on the range of `P`,
it is also a right inverse. -/
theorem block_inverse_comm {X Y : Matrix n n ℂ} (hPP : P * P = P)
    (h : P * X * P * (P * Y * P) = P) : P * Y * P * (P * X * P) = P := by
  -- fill up both blocks with the identity on the complement
  have h1 : (P * X * P + (1 - P)) * (P * Y * P + (1 - P)) = 1 := by
    linear_combination (norm := noncomm_ring) h - P * X * hPP - hPP * (Y * P) + hPP
  have h2 := mul_eq_one_comm.mp h1
  linear_combination (norm := noncomm_ring) h2 + P * Y * hPP + hPP * (X * P) - hPP

/-- If `P` commutes with `H0`, both `z - H0` and `z - H0 - V` are invertible and `T` solves the
blocked ladder equation, then `1 + Q R0 T = (z - H0 - V)⁻¹ (z - H0 - P T)`. -/
theorem wave_operator (hc : P * H0 = H0 * P)
    (h0 : IsUnit (z • (1 : Matrix n n ℂ) - H0))
    (h : IsUnit (z • (1 : Matrix n n ℂ) - (H0 + V))) (hT : IsLadder z H0 V P T) :
    1 + (1 - P) * green z H0 * T =
      green z (H0 + V) * (z • (1 : Matrix n n ℂ) - H0 - P * T) := by
  have hR := (green_mul h0).2
  have hG := (green_mul h).1
  rw [← sub_sub] at hG
  have hA : P * (z • (1 : Matrix n n ℂ) - H0) = (z • (1 : Matrix n n ℂ) - H0) * P := by
    simp [mul_sub, sub_mul, hc]
  unfold IsLadder at hT
  generalize z • (1 : Matrix n n ℂ) - H0 = A at hR hG hA ⊢
  have key : (A - V) * (1 + (1 - P) * green z H0 * T) = A - P * T := by
    linear_combination (norm := noncomm_ring)
      hR * T + hA * (green z H0 * T) - P * hR * T + hT
  rw [← key, ← mul_assoc, hG, one_mul]

/-- Let the projector `P` commute with `H0`, let `z - H0` and `z - H0 - V` be invertible, and let
`T` solve the blocked ladder equation. Then `P (z - H0 - V)⁻¹ P` and `P (z - H0 - T) P` are
inverse to each other on the range of `P`. -/
theorem ladder_exact (hPP : P * P = P) (hc : P * H0 = H0 * P)
    (h0 : IsUnit (z • (1 : Matrix n n ℂ) - H0))
    (h : IsUnit (z • (1 : Matrix n n ℂ) - (H0 + V))) (hT : IsLadder z H0 V P T) :
    IsInverseOn P (green z (H0 + V)) (z • (1 : Matrix n n ℂ) - H0 - T) := by
  have hW := wave_operator hc h0 h hT
  have hA : P * (z • (1 : Matrix n n ℂ) - H0) = (z • (1 : Matrix n n ℂ) - H0) * P := by
    simp [mul_sub, sub_mul, hc]
  generalize z • (1 : Matrix n n ℂ) - H0 = A at hW hA ⊢
  generalize green z (H0 + V) = G at hW ⊢
  have left : P * G * P * (P * (A - T) * P) = P := by
    calc P * G * P * (P * (A - T) * P)
        = P * G * ((P * P) * A * P - (P * P) * T * P) := by noncomm_ring
      _ = P * G * (A * P - P * T * P) := by rw [hPP, hA, mul_assoc A P P, hPP]
      _ = P * (G * (A - P * T)) * P := by noncomm_ring
      _ = P * (1 + (1 - P) * green z H0 * T) * P := by rw [← hW]
      _ = P * P + (P - P * P) * green z H0 * T * P := by noncomm_ring
      _ = P := by rw [hPP]; simp
  exact ⟨left, block_inverse_comm hPP left⟩

/-- Dyson equation: let the projector `P` commute with `H0`, let `z - H0` and `z - H0 - V` be
invertible, and let `T` solve the blocked ladder equation. Then the block `P G P` of the full Green
function obeys `P G P = P R0 P + P R0 P T P G P`, with the ladder `T` as self-energy. -/
theorem dyson_equation (hPP : P * P = P) (hc : P * H0 = H0 * P)
    (h0 : IsUnit (z • (1 : Matrix n n ℂ) - H0))
    (h : IsUnit (z • (1 : Matrix n n ℂ) - (H0 + V))) (hT : IsLadder z H0 V P T) :
    P * green z (H0 + V) * P =
      P * green z H0 * P + P * green z H0 * P * T * (P * green z (H0 + V) * P) := by
  have m := (ladder_exact hPP hc h0 h hT).2
  have hR := (green_mul h0).1
  have hA : P * (z • (1 : Matrix n n ℂ) - H0) = (z • (1 : Matrix n n ℂ) - H0) * P := by
    simp [mul_sub, sub_mul, hc]
  generalize z • (1 : Matrix n n ℂ) - H0 = A at m hR hA
  generalize green z (H0 + V) = G at m ⊢
  generalize green z H0 = R at hR ⊢
  -- `P R0 P` inverts the free block
  have k : P * R * P * A * P = P := by
    calc P * R * P * A * P = P * R * (P * A) * P := by noncomm_ring
      _ = P * R * (A * P) * P := by rw [hA]
      _ = P * (R * A) * (P * P) := by noncomm_ring
      _ = P := by rw [hR, hPP, mul_one, hPP]
  linear_combination (norm := noncomm_ring)
    P * R * m - k * (P * G * P) - hPP * (G * P) + P * R * P * T * hPP * (G * P)

/-- For a projector `P` commuting with `H0`, and `z - H0`, `z - H0 - V` invertible, the blocked
ladder equation has at most one solution. -/
theorem ladder_unique {T' : Matrix n n ℂ} (hPP : P * P = P) (hc : P * H0 = H0 * P)
    (h0 : IsUnit (z • (1 : Matrix n n ℂ) - H0))
    (h : IsUnit (z • (1 : Matrix n n ℂ) - (H0 + V)))
    (hT : IsLadder z H0 V P T) (hT' : IsLadder z H0 V P T') : T = T' := by
  have hW := wave_operator hc h0 h hT
  have hW' := wave_operator hc h0 h hT'
  have m := (ladder_exact hPP hc h0 h hT).2
  unfold IsLadder at hT hT'
  generalize z • (1 : Matrix n n ℂ) - H0 = A at hW hW' m
  generalize green z (H0 + V) = G at hW hW' m
  generalize green z H0 = R at hW hW' hT hT'
  have d : P * G * P * (T - T') = 0 := by
    linear_combination (norm := noncomm_ring) P * hW - P * hW' + hPP * (R * (T - T'))
  -- the block `P G P` is invertible, so the `P` rows of both solutions agree
  have e : P * T = P * T' := by
    linear_combination (norm := noncomm_ring) P * (A - T) * P * d - m * (T - T')
  have w : 1 + (1 - P) * R * T = 1 + (1 - P) * R * T' := by rw [hW, hW', e]
  linear_combination (norm := noncomm_ring) hT - hT' + V * w

/-- For a projector `P` commuting with `H0`, and `z - H0`, `z - H0 - V` invertible, the blocked
ladder equation is solvable exactly when `P (z - H0 - V)⁻¹ P` is invertible on the range of `P`. -/
theorem ladder_solvable_iff (hPP : P * P = P) (hc : P * H0 = H0 * P)
    (h0 : IsUnit (z • (1 : Matrix n n ℂ) - H0))
    (h : IsUnit (z • (1 : Matrix n n ℂ) - (H0 + V))) :
    (∃ T, IsLadder z H0 V P T) ↔ ∃ Y, IsInverseOn P (green z (H0 + V)) Y := by
  refine ⟨fun ⟨T, hT⟩ => ⟨_, ladder_exact hPP hc h0 h hT⟩, ?_⟩
  rintro ⟨Y, hY, -⟩
  obtain ⟨hRA, hAR⟩ := green_mul h0
  have hG := (green_mul h).2
  rw [← sub_sub] at hG
  have hA : P * (z • (1 : Matrix n n ℂ) - H0) = (z • (1 : Matrix n n ℂ) - H0) * P := by
    simp [mul_sub, sub_mul, hc]
  unfold IsLadder
  generalize z • (1 : Matrix n n ℂ) - H0 = A at hRA hAR hG hA
  generalize green z (H0 + V) = G at hY hG
  generalize green z H0 = R at hRA hAR ⊢
  have hRP : P * R = R * P := by
    linear_combination (norm := noncomm_ring) R * P * hAR - hRA * (P * R) - R * hA * R
  -- `S` is the future `P T`, read off from the inverse block
  obtain ⟨S, hS, hS'⟩ : ∃ S, P * S = S ∧ P * G * S = P * G * A - P :=
    ⟨P * Y * P * (G * A - 1),
      by linear_combination (norm := noncomm_ring) hPP * (Y * P * (G * A - 1)),
      by linear_combination (norm := noncomm_ring)
          hY * (G * A - 1) - P * G * hPP * (Y * P * (G * A - 1))⟩
  have hV : V * (G * (A - S)) = A * (G * (A - S)) - (A - S) := by
    linear_combination (norm := noncomm_ring) -(hG * (A - S))
  have key : (1 - P) * R * (V * (G * (A - S))) = G * (A - S) - 1 := by
    rw [hV]
    linear_combination (norm := noncomm_ring)
      (1 - P) * hRA * (G * (A - S) - 1) + hS' - hRP * S - R * hS
  refine ⟨V * (G * (A - S)), ?_⟩
  linear_combination (norm := noncomm_ring) -(V * key)

/-- One orbital `i` of a diagonal `H0` with energies `ε`: if `z - H0` and `z - H0 - V` are
invertible and `T` solves the ladder equation with orbital `i` blocked, then
`G i i * (z - ε i - T i i) = 1` for the full Green function `G`. -/
theorem single_orbital {ε : n → ℂ} (i : n)
    (h0 : IsUnit (z • (1 : Matrix n n ℂ) - diagonal ε))
    (h : IsUnit (z • (1 : Matrix n n ℂ) - (diagonal ε + V)))
    (hT : IsLadder z (diagonal ε) V (diagonal (Pi.single i 1)) T) :
    green z (diagonal ε + V) i i * (z - ε i - T i i) = 1 := by
  have hPP : (diagonal (Pi.single i 1) : Matrix n n ℂ) * diagonal (Pi.single i 1) =
      diagonal (Pi.single i 1) := by
    rw [diagonal_mul_diagonal]
    congr 1
    ext j
    by_cases hj : j = i <;> simp [hj]
  have hc : (diagonal (Pi.single i 1) : Matrix n n ℂ) * diagonal ε =
      diagonal ε * diagonal (Pi.single i 1) := by
    simp only [diagonal_mul_diagonal, mul_comm]
  have e := congrFun (congrFun (ladder_exact hPP hc h0 h hT).1 i) i
  rw [Matrix.mul_apply] at e
  simpa [Matrix.diagonal_mul, Matrix.mul_diagonal, Pi.single_apply] using e

/-- Two levels with energies 0 and 1, coupled by a unit hopping, at `z = 2` with the lower level
blocked: the matrix with rows (1, 1) and (1, 0) solves the ladder equation, and the
conditions on `P`, `z - H0` and `z - H0 - V` hold. -/
theorem ladder_exact_witness :
    let H0 : Matrix (Fin 2) (Fin 2) ℂ := !![0, 0; 0, 1]
    let V : Matrix (Fin 2) (Fin 2) ℂ := !![0, 1; 1, 0]
    let P : Matrix (Fin 2) (Fin 2) ℂ := !![1, 0; 0, 0]
    P * P = P ∧ P * H0 = H0 * P ∧ IsUnit ((2 : ℂ) • (1 : Matrix (Fin 2) (Fin 2) ℂ) - H0) ∧
      IsUnit ((2 : ℂ) • (1 : Matrix (Fin 2) (Fin 2) ℂ) - (H0 + V)) ∧
      IsLadder 2 H0 V P !![1, 1; 1, 0] := by
  intro H0 V P
  have hA : (2 : ℂ) • (1 : Matrix (Fin 2) (Fin 2) ℂ) - H0 = !![2, 0; 0, 1] := by
    ext i j; fin_cases i <;> fin_cases j <;> norm_num [H0]
  have hB : (2 : ℂ) • (1 : Matrix (Fin 2) (Fin 2) ℂ) - (H0 + V) = !![2, -1; -1, 1] := by
    ext i j; fin_cases i <;> fin_cases j <;> norm_num [H0, V]
  have hQ : 1 - P = !![0, 0; 0, 1] := by
    ext i j; fin_cases i <;> fin_cases j <;> norm_num [P]
  have hR : green 2 H0 = !![1 / 2, 0; 0, 1] := by
    unfold green
    rw [hA]
    apply Matrix.inv_eq_right_inv
    ext i j; fin_cases i <;> fin_cases j <;> norm_num [Matrix.mul_apply, Fin.sum_univ_succ]
  refine ⟨?_, ?_, ?_, ?_, ?_⟩
  · ext i j; fin_cases i <;> fin_cases j <;> simp [P, Matrix.mul_apply, Fin.sum_univ_succ]
  · ext i j; fin_cases i <;> fin_cases j <;> simp [P, H0, Matrix.mul_apply, Fin.sum_univ_succ]
  · rw [hA, Matrix.isUnit_iff_isUnit_det, isUnit_iff_ne_zero]
    norm_num [Matrix.det_fin_two]
  · rw [hB, Matrix.isUnit_iff_isUnit_det, isUnit_iff_ne_zero]
    norm_num [Matrix.det_fin_two]
  · unfold IsLadder
    rw [hR, hQ]
    ext i j; fin_cases i <;> fin_cases j <;> norm_num [V, Matrix.mul_apply, Fin.sum_univ_succ]

end

end BlockedLadder
```

```lean
#print axioms BlockedLadder.ladder_exact
#print axioms BlockedLadder.dyson_equation
#print axioms BlockedLadder.ladder_solvable_iff
#print axioms BlockedLadder.single_orbital
```

```
'BlockedLadder.ladder_exact' depends on axioms: [propext, Classical.choice, Quot.sound]
'BlockedLadder.dyson_equation' depends on axioms: [propext, Classical.choice, Quot.sound]
'BlockedLadder.ladder_solvable_iff' depends on axioms: [propext, Classical.choice, Quot.sound]
'BlockedLadder.single_orbital' depends on axioms: [propext, Classical.choice, Quot.sound]
```

## What the Lean statements say about the electron

The index type `n` labels a finite orthonormal one-electron basis, and `H0`, `V`, `P`, `T` are complex matrices in it. Neither the Hamiltonian nor the projector has to be Hermitian, so damping terms and oblique projectors are allowed.

`green z H` is the resolvent \((z-H)^{-1}\). Mathlib assigns a value to the inverse of a singular matrix too, so the theorems carry the `IsUnit` hypotheses, which say that \(z\) is an eigenvalue of neither \(H_0\) nor \(H_0+V\). The hypothesis `P * H0 = H0 * P` says that all coupling between the block and its surroundings sits in \(V\).

`IsLadder` is the blocked equation at one fixed \(z\). It is an equation and not a series, so no convergence is involved. `IsInverseOn P X Y` says that \(PXP\) and \(PYP\) multiply to \(P\) in both orders.

With these definitions, `ladder_exact` says that \(PGP\) and \(P(z-H_0-T)P\) are inverse to each other on the range of \(P\). It assumes that `T` solves the ladder equation, and `ladder_solvable_iff` says when such a `T` exists. For a single blocked orbital \(i\), the condition is \(G_{ii}\neq0\); at a zero of \(G_{ii}\) no finite self-energy can reproduce it. For diagonal \(H_0\) with energies \(\varepsilon\), `single_orbital` reads \(G_{ii}(z-\varepsilon_i-T_{ii})=1\).

The blocking here is a projection on one-electron states, with no Fermi sea behind it. Ladder sums also appear as vertex corrections beyond \(GW\), but their rungs are interactions between particles, whereas \(V\) is a one-body matrix. The result therefore settles the double counting for a finite non-interacting system and says nothing about the accuracy of a ladder approximation for interacting electrons.

## From the algebra to the Lean proofs

`green_mul` turns invertibility of \(z-H\), for any matrix \(H\), into the two products \((z-H)^{-1}(z-H)=1\) and \((z-H)(z-H)^{-1}=1\). `block_inverse_comm` is the step that adds \(Q\) to both blocks; `mul_eq_one_comm` supplies the finite-dimensional exchange of factors.

`wave_operator` proves \(W=G(A-PT)\). Its intermediate claim `key` is the displayed formula for \((A-V)W\). In `ladder_exact`, the `calc` chain compresses this identity with \(P\), and `block_inverse_comm` gives the second order. `dyson_equation` first shows that \(PR_0P\) inverts the free block, then multiplies as above.

In `ladder_unique`, `d` is \(PGP(T-T')=0\), `e` is \(PT=PT'\), and `w` is \(W=W'\). In `ladder_solvable_iff`, the matrix `S` is the one constructed above, and `key` is \(QR_0T=W-1\).

Most of these steps end in `linear_combination (norm := noncomm_ring)`. It takes known matrix equations, multiplied from the left or right by given factors, and checks that their sum yields the goal without ever exchanging two factors. Where commutation with \(P\) is needed, it enters explicitly through `hA` or `hRP`.

`single_orbital` reads off the \((i,i)\) entry of `ladder_exact`. `ladder_exact_witness` verifies every hypothesis for the two-level example, by matrix entries and determinants, with a nonzero coupling between \(P\) and \(Q\).

## A device coupled to a finite lead

Let \(H_0\) describe a non-interacting device and a finite lead without contact, \(V\) the contact between them, and \(P\) the device. Since \(V\) then has no elements inside either part, the ladder stops after one round trip:

\[
PTP=PVQ\,R_0\,QVP ,
\]

which is the usual embedding self-energy. Transport codes usually attach semi-infinite leads, which these finite-matrix theorems do not cover. For a general \(V\), a program can solve the linear system \((1-VQR_0)T=V\) at each \(z\) that meets the conditions above and then invert the device block of \(z-H_0-T\). Comparing the result with the device block of the full inverse on a small system tests the implementation.

## Defining the self-energy by a Schur complement

Another model would split the basis into two index sets and define the self-energy directly as

\[
\Sigma=V_{PP}+V_{PQ}\,(z-H_{QQ})^{-1}\,V_{QP},\qquad H=H_0+V .
\]

With \(H_0\) still not coupling the two sets, the hypotheses would be that \(z-H_{QQ}\) and \(z-H\) are invertible. Then \(z-H_0\) could be singular, and solvability would no longer be a separate question. However, \(P\) would be tied to a subset of basis states, and the ladder equation would have to be recovered afterwards.
